# The minimum of the Hylleraas functional over finitely many levels above the reference is their second-order sum

Suppose the first-order correction to a state is known only approximately, as a trial vector χ, and the second-order energy is computed from it as ⟨b_g|V|χ⟩, where b_g is the unperturbed state and V the perturbation. The error in the energy is then linear in the error of χ and can have either sign, so a lower value is no sign of a better χ. The Hylleraas functional removes this defect when the exact correction and χ are both built from unperturbed levels above the reference: its error is quadratic in the error of χ and never negative.

## The functional and its ingredients

Let F be a complex inner product space, of finite or infinite dimension, and let the levels be labelled by a type ι.

In Lean 4 with Mathlib:

```lean
import Mathlib

open scoped InnerProductSpace ComplexConjugate

namespace HylleraasFunctional

noncomputable section

variable {ι F : Type*} [NormedAddCommGroup F] [InnerProductSpace ℂ F]
```

For an unperturbed Hamiltonian H₀, a normalised reference state ψ₀ with energy E₀, and E₁ = ⟨ψ₀|V|ψ₀⟩, the functional is

J[χ] = Re⟨χ|H₀ − E₀|χ⟩ + 2 Re⟨χ|V − E₁|ψ₀⟩.

```lean
/-- The Hylleraas functional
`J[χ] = Re ⟨χ|H₀ - E₀|χ⟩ + 2 Re ⟨χ|V - E₁|ψ₀⟩`, where `E₁ = ⟨ψ₀|V|ψ₀⟩`. -/
def hylleraas (H₀ V : F →ₗ[ℂ] F) (E₀ : ℝ) (ψ₀ χ : F) : ℝ :=
  (⟪χ, H₀ χ - (E₀ : ℂ) • χ⟫_ℂ).re + 2 * (⟪χ, V ψ₀ - ⟪ψ₀, V ψ₀⟫_ℂ • ψ₀⟫_ℂ).re
```

Both operators are linear maps from F to itself. An unbounded operator therefore fits only after restriction to a subspace that it maps into itself. Neither map is assumed Hermitian, although the physical ones are. The inner product is conjugate-linear in its first argument, as in Dirac notation.

Let b_k be orthonormal eigenvectors of H₀ with real energies E_k, let g label the reference level, and write V_kg = ⟨b_k|V|b_g⟩. For E_k ≠ E_g, first-order perturbation theory gives level k the amplitude

a_k = V_kg / (E_g − E_k).

```lean
/-- The first-order amplitude `V_kg / (E_g - E_k)` of level `k`, for `E_k ≠ E_g`. -/
def amplitude (V : F →ₗ[ℂ] F) (b : ι → F) (E : ι → ℝ) (g k : ι) : ℂ :=
  ⟪b k, V (b g)⟫_ℂ / ((E g - E k : ℝ) : ℂ)
```

Let S be a finite set of such levels, and write Σ_S for the sum over k in S. The first-order state restricted to S is

χ_S = Σ_S a_k b_k.

```lean
/-- The first-order state built from the levels in `S`, all with `E_k ≠ E_g`. -/
def firstOrderState (V : F →ₗ[ℂ] F) (b : ι → F) (E : ι → ℝ) (g : ι) (S : Finset ι) : F :=
  ∑ k ∈ S, amplitude V b E g k • b k
```

The corresponding second-order energy is

E2(S) = Σ_S |V_kg|² / (E_g − E_k).

```lean
/-- The second-order sum `∑ |V_kg|² / (E_g - E_k)` over the levels in `S`,
all with `E_k ≠ E_g`. -/
def secondOrderEnergy (V : F →ₗ[ℂ] F) (b : ι → F) (E : ι → ℝ) (g : ι) (S : Finset ι) : ℝ :=
  ∑ k ∈ S, ‖⟪b k, V (b g)⟫_ℂ‖ ^ 2 / (E g - E k)
```

## Orthonormality separates the levels

Take χ = Σ_S c_k b_k with complex amplitudes c_k, and let g lie outside S. Since H₀ b_k = E_k b_k,

(H₀ − E_g)χ = Σ_S c_k (E_k − E_g) b_k,

and orthonormality gives

⟨χ|H₀ − E_g|χ⟩ = Σ_S (E_k − E_g)|c_k|².

In the coupling term, E₁ multiplies ⟨b_k|b_g⟩ = 0, which leaves

⟨χ|V − E₁|b_g⟩ = Σ_S conj(c_k) V_kg.

Together,

J[χ] = Σ_S [(E_k − E_g)|c_k|² + 2 Re(conj(c_k) V_kg)].

```lean
variable {H₀ V : F →ₗ[ℂ] F} {b : ι → F} {E : ι → ℝ} {g : ι} {S T : Finset ι}

/-- For orthonormal eigenvectors of `H₀` and a set `S` without the reference level, the
functional of a superposition over `S` is a sum of independent one-level terms. -/
theorem hylleraas_expansion (hb : Orthonormal ℂ b)
    (hH : ∀ k, H₀ (b k) = (E k : ℂ) • b k) (hg : g ∉ S) (c : ι → ℂ) :
    hylleraas H₀ V (E g) (b g) (∑ k ∈ S, c k • b k) =
      ∑ k ∈ S, ((E k - E g) * ‖c k‖ ^ 2 + 2 * (conj (c k) * ⟪b k, V (b g)⟫_ℂ).re) := by
  -- the shifted Hamiltonian acts diagonally
  have h1 : H₀ (∑ k ∈ S, c k • b k) - (E g : ℂ) • ∑ k ∈ S, c k • b k =
      ∑ k ∈ S, (c k * ((E k - E g : ℝ) : ℂ)) • b k := by
    rw [map_sum, Finset.smul_sum, ← Finset.sum_sub_distrib]
    refine Finset.sum_congr rfl fun k _ => ?_
    rw [map_smul, hH]
    push_cast
    module
  -- the first-order energy drops out by orthogonality
  have h2 : ⟪∑ k ∈ S, c k • b k, V (b g) - ⟪b g, V (b g)⟫_ℂ • b g⟫_ℂ =
      ∑ k ∈ S, conj (c k) * ⟪b k, V (b g)⟫_ℂ := by
    rw [sum_inner]
    refine Finset.sum_congr rfl fun k hk => ?_
    have hkg : k ≠ g := fun h => hg (h ▸ hk)
    have h0 : ⟪b k, b g⟫_ℂ = 0 := hb.2 hkg
    rw [inner_smul_left, inner_sub_right, inner_smul_right, h0, mul_zero, sub_zero]
  unfold hylleraas
  rw [h1, h2, hb.inner_sum c (fun k => c k * ((E k - E g : ℝ) : ℂ)) S,
    Complex.re_sum, Complex.re_sum, Finset.mul_sum, ← Finset.sum_add_distrib]
  refine Finset.sum_congr rfl fun k _ => ?_
  have h3 : conj (c k) * (c k * ((E k - E g : ℝ) : ℂ)) =
      (((E k - E g) * ‖c k‖ ^ 2 : ℝ) : ℂ) := by
    rw [← mul_assoc, mul_comm (conj (c k)), Complex.mul_conj, Complex.normSq_eq_norm_sq]
    push_cast
    ring
  rw [h3, Complex.ofReal_re]
```

The hypotheses `hb` and `hH` say that the family `b` is orthonormal and consists of eigenvectors of H₀. It need not be complete, so a full eigenbasis is a special case. In the proof, `h1` is the diagonal action of H₀ − E_g, `h2` is the disappearance of E₁, and `h3` turns conj(c_k) c_k into |c_k|².

## Completing the square

Each term now involves a single amplitude. Write x = E_g − E_k, c = c_k, v = V_kg and a = v/x. Expanding the square gives

−x|c − a|² = −x|c|² + 2x Re(conj(c) a) − x|a|².

Since xa = v and x|a|² = |v|²/x, rearranging gives

−x|c|² + 2 Re(conj(c) v) = |v|²/x − x|c − v/x|².

```lean
/-- Completing the square for one level with amplitude `c`, coupling `v` and nonzero
energy denominator `x`. -/
theorem complete_square {x : ℝ} (hx : x ≠ 0) (c v : ℂ) :
    -x * ‖c‖ ^ 2 + 2 * (conj c * v).re = ‖v‖ ^ 2 / x + -x * ‖c - v / (x : ℂ)‖ ^ 2 := by
  have hx' : (x : ℂ) ≠ 0 := Complex.ofReal_ne_zero.2 hx
  obtain ⟨w, rfl⟩ : ∃ w : ℂ, v = (x : ℂ) * w := ⟨v / x, by field_simp⟩
  have h : ‖(x : ℂ) * w‖ ^ 2 / x = x * ‖w‖ ^ 2 := by
    rw [norm_mul, mul_pow, Complex.norm_real, Real.norm_eq_abs, sq_abs]
    field_simp
  rw [h, mul_div_cancel_left₀ _ hx']
  simp only [Complex.sq_norm, Complex.normSq_apply, Complex.mul_re, Complex.mul_im,
    Complex.sub_re, Complex.sub_im, Complex.conj_re, Complex.conj_im,
    Complex.ofReal_re, Complex.ofReal_im]
  ring
```

The proof makes the same substitution, replacing v by x times a new variable `w`, then expands both sides in real and imaginary parts and closes the identity with `ring`.

From here on, let every level in S satisfy E_k > E_g, which also keeps g out of S. Summing the identity over S gives

J[χ] = E2(S) + Σ_S (E_k − E_g)|c_k − a_k|².

```lean
/-- For orthonormal eigenvectors of `H₀` and levels in `S` above the reference level, the
functional is the second-order sum plus the gap-weighted squared errors of the amplitudes. -/
theorem hylleraas_eq_add_error (hb : Orthonormal ℂ b)
    (hH : ∀ k, H₀ (b k) = (E k : ℂ) • b k) (hS : ∀ k ∈ S, E g < E k) (c : ι → ℂ) :
    hylleraas H₀ V (E g) (b g) (∑ k ∈ S, c k • b k) = secondOrderEnergy V b E g S +
      ∑ k ∈ S, (E k - E g) * ‖c k - amplitude V b E g k‖ ^ 2 := by
  rw [hylleraas_expansion hb hH (fun h => lt_irrefl _ (hS g h)), secondOrderEnergy,
    ← Finset.sum_add_distrib]
  refine Finset.sum_congr rfl fun k hk => ?_
  have h := complete_square (sub_ne_zero.2 (hS k hk).ne) (c k) ⟪b k, V (b g)⟫_ℂ
  rw [neg_sub] at h
  exact h
```

The last sum is the error of J[χ] relative to E2(S): the squared amplitude errors, weighted by the gaps.

The square can be completed for either sign of x, which gives a neighbouring result by the same steps: if all levels in S lie below the reference, every weight is negative and E2(S) is the maximum of J over their span.

## The minimum and where it is attained

The identity concerns explicit superpositions, whereas a trial vector is given as a member of span{b_k : k ∈ S}. Each b_k is a superposition with one amplitude equal to 1, the zero vector has all amplitudes zero, and sums and multiples of superpositions are again superpositions. Hence every χ in the span has the form Σ_S c_k b_k.

```lean
/-- Every vector in the span of the levels in `S` is a superposition of them. -/
theorem exists_amplitudes {χ : F} (hχ : χ ∈ Submodule.span ℂ (b '' (S : Set ι))) :
    ∃ c : ι → ℂ, χ = ∑ k ∈ S, c k • b k := by
  classical
  refine Submodule.span_induction (p := fun x _ => ∃ c : ι → ℂ, x = ∑ k ∈ S, c k • b k)
    ?_ ?_ ?_ ?_ hχ
  · rintro _ ⟨k, hk, rfl⟩
    exact ⟨fun i => if i = k then 1 else 0, by simp [ite_smul, Finset.mem_coe.1 hk]⟩
  · exact ⟨0, by simp⟩
  · rintro _ _ _ _ ⟨c, rfl⟩ ⟨d, rfl⟩
    exact ⟨c + d, by simp [add_smul, Finset.sum_add_distrib]⟩
  · rintro a _ _ ⟨c, rfl⟩
    exact ⟨fun k => a * c k, by simp [Finset.smul_sum, mul_smul]⟩
```

The four cases of `Submodule.span_induction` are these four observations.

Since the gaps are positive, the error sum is non-negative and J[χ] ≥ E2(S). Setting c_k = a_k makes it vanish, so

min J[χ] over span{b_k : k ∈ S} = Σ_S |V_kg|² / (E_g − E_k).

```lean
/-- For orthonormal eigenvectors of `H₀` and levels in `S` above the reference level, the
minimum of the Hylleraas functional over their span is `∑ |V_kg|² / (E_g - E_k)`. -/
theorem isLeast_hylleraas (hb : Orthonormal ℂ b)
    (hH : ∀ k, H₀ (b k) = (E k : ℂ) • b k) (hS : ∀ k ∈ S, E g < E k) :
    IsLeast (hylleraas H₀ V (E g) (b g) '' (Submodule.span ℂ (b '' (S : Set ι)) : Set F))
      (∑ k ∈ S, ‖⟪b k, V (b g)⟫_ℂ‖ ^ 2 / (E g - E k)) := by
  constructor
  · -- the first-order state attains the value
    refine ⟨firstOrderState V b E g S, ?_, ?_⟩
    · exact Submodule.sum_mem _ fun k hk => Submodule.smul_mem _ _
        (Submodule.subset_span ⟨k, Finset.mem_coe.2 hk, rfl⟩)
    · rw [firstOrderState, hylleraas_eq_add_error hb hH hS]
      simp [secondOrderEnergy]
  · -- the error terms are non-negative
    rintro _ ⟨χ, hχ, rfl⟩
    obtain ⟨c, rfl⟩ := exists_amplitudes hχ
    rw [hylleraas_eq_add_error hb hH hS]
    exact le_add_of_nonneg_right (Finset.sum_nonneg fun k hk =>
      mul_nonneg (sub_nonneg.2 (hS k hk).le) (sq_nonneg _))
```

In the statement, `IsLeast` is applied to the set of real numbers J[χ] with χ in the span. It says that the sum belongs to this set and that no member is smaller; the two halves of the proof establish these in turn. For empty S, the span contains only the zero vector and both sides are zero.

The gap condition keeps J bounded below. If some level in S had E_k < E_g, or if some level k ≠ g in S had E_k = E_g with V_kg ≠ 0, a large c_k of suitable phase would make J as negative as one likes.

The minimiser is unique. If J[χ] = E2(S), then

Σ_S (E_k − E_g)|c_k − a_k|² = 0.

A sum of non-negative terms vanishes only if each term does, and since the gaps are positive, c_k = a_k for every k in S. Hence χ = χ_S.

```lean
/-- For orthonormal eigenvectors of `H₀` and levels in `S` above the reference level, a trial
vector in their span attains the second-order sum exactly when it is the first-order state. -/
theorem hylleraas_eq_iff (hb : Orthonormal ℂ b)
    (hH : ∀ k, H₀ (b k) = (E k : ℂ) • b k) (hS : ∀ k ∈ S, E g < E k)
    {χ : F} (hχ : χ ∈ Submodule.span ℂ (b '' (S : Set ι))) :
    hylleraas H₀ V (E g) (b g) χ = secondOrderEnergy V b E g S ↔
      χ = firstOrderState V b E g S := by
  constructor
  · intro h
    obtain ⟨c, rfl⟩ := exists_amplitudes hχ
    rw [hylleraas_eq_add_error hb hH hS, add_eq_left] at h
    have h0 := (Finset.sum_eq_zero_iff_of_nonneg fun k hk =>
      mul_nonneg (sub_nonneg.2 (hS k hk).le) (sq_nonneg _)).1 h
    refine Finset.sum_congr rfl fun k hk => ?_
    have h1 := (mul_eq_zero.1 (h0 k hk)).resolve_left (sub_pos.2 (hS k hk)).ne'
    rw [sub_eq_zero.1 (norm_eq_zero.1 (pow_eq_zero_iff two_ne_zero |>.1 h1))]
  · rintro rfl
    rw [firstOrderState, hylleraas_eq_add_error hb hH hS]
    simp
```

The lemma `Finset.sum_eq_zero_iff_of_nonneg` supplies the step from the sum to its terms, and `resolve_left` discards the possibility of a zero gap.

## Adding levels

Let S ⊆ T, with every level in T above the reference. Splitting the sum over T gives

E2(T) = E2(S) + Σ_{T∖S} |V_kg|² / (E_g − E_k).

Each added term has a non-negative numerator and a negative denominator, so E2(T) ≤ E2(S).

```lean
/-- Enlarging `S` to `T`, with all levels in `T` above the reference level, never raises
the second-order sum. -/
theorem secondOrderEnergy_antitone (hST : S ⊆ T) (hT : ∀ k ∈ T, E g < E k) :
    secondOrderEnergy V b E g T ≤ secondOrderEnergy V b E g S := by
  classical
  unfold secondOrderEnergy
  rw [← Finset.sum_sdiff hST]
  exact add_le_of_nonpos_left (Finset.sum_nonpos fun k hk =>
    div_nonpos_of_nonneg_of_nonpos (sq_nonneg _)
      (sub_nonpos.2 (hT k (Finset.mem_sdiff.1 hk).1).le))
```

`Finset.sum_sdiff` performs the split. In Møller–Plesset theory with a finite set of fixed canonical orbitals, whose determinants are eigenvectors of H₀, this means that including further excited determinants never raises the second-order energy, provided that all of them lie above the reference in H₀. Changing the space spanned by the one-particle basis generally changes the orbitals, and with them H₀ and the b_k; the comparison then no longer applies.

An added term is zero if V_kg = 0 and strictly negative otherwise. Therefore

E2(T) < E2(S) exactly when V_kg ≠ 0 for some k in T outside S.

```lean
/-- Enlarging `S` to `T`, with all levels in `T` above the reference level, lowers the
second-order sum strictly exactly when `V` couples some added level to the reference state. -/
theorem secondOrderEnergy_lt_iff (hST : S ⊆ T) (hT : ∀ k ∈ T, E g < E k) :
    secondOrderEnergy V b E g T < secondOrderEnergy V b E g S ↔
      ∃ k ∈ T, k ∉ S ∧ ⟪b k, V (b g)⟫_ℂ ≠ 0 := by
  classical
  unfold secondOrderEnergy
  rw [← Finset.sum_sdiff hST, add_lt_iff_neg_right]
  constructor
  · intro h
    by_contra hcon
    refine h.ne (Finset.sum_eq_zero fun k hk => ?_)
    have hk' := Finset.mem_sdiff.1 hk
    have h0 : ⟪b k, V (b g)⟫_ℂ = 0 := by
      by_contra hne
      exact hcon ⟨k, hk'.1, hk'.2, hne⟩
    simp [h0]
  · rintro ⟨k, hkT, hkS, hne⟩
    rw [← Finset.sum_const_zero (s := T \ S)]
    refine Finset.sum_lt_sum (fun i hi => div_nonpos_of_nonneg_of_nonpos (sq_nonneg _)
      (sub_nonpos.2 (hT i (Finset.mem_sdiff.1 hi).1).le))
      ⟨k, Finset.mem_sdiff.2 ⟨hkT, hkS⟩, ?_⟩
    exact div_neg_of_pos_of_neg (pow_pos (norm_pos_iff.2 hne) 2) (sub_neg.2 (hT k hkT))
```

For the forward direction, the proof supposes that no added level couples, so that the added sum is zero, contrary to the strict inequality. For the converse, `Finset.sum_lt_sum` needs one strictly negative term among non-positive ones.

## Three levels with energies 0, 1 and 2

A concrete system that meets the hypotheses is the Hamiltonian on ℂ³ with

H₀ b_k = k b_k, k = 0, 1, 2,

where the b_k are the standard basis vectors.

```lean
/-- The three-level Hamiltonian that multiplies the standard basis vectors by 0, 1 and 2. -/
def threeLevel : EuclideanSpace ℂ (Fin 3) →ₗ[ℂ] EuclideanSpace ℂ (Fin 3) :=
  (EuclideanSpace.basisFun (Fin 3) ℂ).toBasis.constr ℂ
    (fun k => (((k : ℕ) : ℝ) : ℂ) • EuclideanSpace.basisFun (Fin 3) ℂ k)
```

The basis is orthonormal, each b_k is an eigenvector by construction, and with g = 0 and S = {1, 2} the gap condition reads 0 < 1 and 0 < 2.

```lean
/-- The standard basis is an orthonormal eigenbasis of the three-level Hamiltonian, and
levels 1 and 2 lie above level 0. -/
theorem threeLevel_witness :
    Orthonormal ℂ (EuclideanSpace.basisFun (Fin 3) ℂ) ∧
    (∀ k : Fin 3, threeLevel (EuclideanSpace.basisFun (Fin 3) ℂ k) =
      (((k : ℕ) : ℝ) : ℂ) • EuclideanSpace.basisFun (Fin 3) ℂ k) ∧
    ∀ k ∈ ({1, 2} : Finset (Fin 3)), (((0 : Fin 3) : ℕ) : ℝ) < ((k : ℕ) : ℝ) := by
  refine ⟨(EuclideanSpace.basisFun (Fin 3) ℂ).orthonormal, fun k => ?_, fun k hk => ?_⟩
  · have h := (EuclideanSpace.basisFun (Fin 3) ℂ).toBasis.constr_basis ℂ
      (fun k => (((k : ℕ) : ℝ) : ℂ) • EuclideanSpace.basisFun (Fin 3) ℂ k) k
    rw [OrthonormalBasis.coe_toBasis] at h
    exact h
  · have h : ∀ k ∈ ({1, 2} : Finset (Fin 3)), ((0 : Fin 3) : ℕ) < (k : ℕ) := by decide
    exact Nat.cast_lt.2 (h k hk)

end

end HylleraasFunctional
```

For numbers, take a real symmetric V with V_10 = 0.2 and V_20 = 0.4. Then

E2({1}) = −0.04/1 = −0.04,

E2({1, 2}) = −0.04 − 0.16/2 = −0.12,

so adding level 2 lowers the minimum. The amplitudes at the minimum are a_1 = −0.2 and a_2 = −0.2.

Now try two wrong vectors. With c_1 = c_2 = −0.1, the expression ⟨b_0|V|χ⟩ gives −0.06, which is too high; with c_1 = c_2 = −0.3 it gives −0.18, which is too low. Both vectors miss each amplitude by 0.1, and for both the functional gives

J[χ] = −0.12 + 1 · 0.01 + 2 · 0.01 = −0.09,

which lies above the minimum, as it must.

```lean
#print axioms HylleraasFunctional.isLeast_hylleraas
#print axioms HylleraasFunctional.hylleraas_eq_iff
#print axioms HylleraasFunctional.secondOrderEnergy_antitone
#print axioms HylleraasFunctional.secondOrderEnergy_lt_iff
```

```
'HylleraasFunctional.isLeast_hylleraas' depends on axioms: [propext, Classical.choice, Quot.sound]
'HylleraasFunctional.hylleraas_eq_iff' depends on axioms: [propext, Classical.choice, Quot.sound]
'HylleraasFunctional.secondOrderEnergy_antitone' depends on axioms: [propext, Classical.choice, Quot.sound]
'HylleraasFunctional.secondOrderEnergy_lt_iff' depends on axioms: [propext, Classical.choice, Quot.sound]
```
